# Three concentric s Gaussians in geometric progression: the middle one's squared distance from the outer span vanishes as the fourth power of the log spacing

When you build a basis of s Gaussians with exponents in geometric progression, you choose the ratio $b$ between neighbours. A ratio close to 1 brings the set close to linear dependence. For three normalized functions on one centre, with exponents $a/b$, $a$, $ab$, the result says how fast: the squared distance $d$ of the middle one from the real span of the others satisfies $d/(\ln b)^4\to 15/128$ as $b\downarrow 1$.

## Functions, overlaps and distance

```lean
import Mathlib

open MeasureTheory Filter
open scoped Real Topology

namespace EvenTemperedGaussians

noncomputable section

/-- Three-dimensional Euclidean position space. -/
abbrev Space := EuclideanSpace ℝ (Fin 3)
```

`Space` is $\mathbb R^3$ with its Euclidean norm.

```lean
/-- The s Gaussian with exponent `p > 0` and its usual normalization factor. -/
def sGaussian (p : ℝ) (r : Space) : ℝ :=
  (2 * p / π) ^ (3 / 4 : ℝ) * Real.exp (-p * ‖r‖ ^ 2)
```

This is $g_p(r)=(2p/\pi)^{3/4}e^{-p|r|^2}$. The definition accepts any real `p`; the theorems add positivity.

```lean
/-- The overlap integral of two s Gaussians on a common centre. -/
def overlap (p q : ℝ) : ℝ := ∫ r : Space, sGaussian p r * sGaussian q r
```

The overlap is an actual integral, $S(p,q)=\int g_p g_q$.

```lean
/-- The squared error of fitting the Gaussian of exponent `a` by a combination of those with
exponents `a / b` and `a * b`, for `a, b > 0`. -/
def sqError (a b c₁ c₂ : ℝ) : ℝ :=
  ∫ r : Space, (sGaussian a r - c₁ * sGaussian (a / b) r - c₂ * sGaussian (a * b) r) ^ 2
```

This is the squared $L^2$ error $\int(g_a-c_1g_{a/b}-c_2g_{ab})^2$.

```lean
/-- The squared distance of the middle Gaussian from the real span of the outer two, for `a, b > 0`.
-/
def sqDist (a b : ℝ) : ℝ := ⨅ c : ℝ × ℝ, sqError a b c.1 c.2
```

The symbol `⨅` is an infimum, here over all real pairs $(c_1,c_2)$. So `sqDist a b` is $d$, the square of the distance.

```lean
/-- The cofactor of `(b - 1) ^ 4` in the closed form `1 - 2 * y ^ 3 / (1 + w ^ 3)` of the squared
distance, for positive `w` and `y` with `w ^ 2 * (1 + b ^ 2) = 2 * b` and
`y ^ 2 * (1 + w ^ 2) = 2 * w ^ 2`. -/
def cofactor (b w y : ℝ) : ℝ :=
  (w ^ 10 + 2 * w ^ 9 + 6 * w ^ 8 + 12 * w ^ 7 + 21 * w ^ 6 + 36 * w ^ 5 + 21 * w ^ 4
    + 12 * w ^ 3 + 6 * w ^ 2 + 2 * w + 1) /
  ((1 + b ^ 2) ^ 2 * (1 + w) ^ 2 * (1 + w ^ 2) ^ 3 * (1 + w ^ 3) * (1 + w ^ 3 + 2 * y ^ 3))
```

This rational function is what remains of $d$ once $(b-1)^4$ is split off; $w$ and $y$ are identified below.

## Overlaps from the Gaussian integral

```lean
/-- The integral over space of a Gaussian with exponent `k > 0` is `(π / k) ^ (3 / 2)`. -/
theorem integral_gaussian_space {k : ℝ} (hk : 0 < k) :
    ∫ r : Space, Real.exp (-k * ‖r‖ ^ 2) = (π / k) ^ (3 / 2 : ℝ) := by
  rw [GaussianFourier.integral_rexp_neg_mul_sq_norm hk, finrank_euclideanSpace_fin]
  norm_num
```

The name `hk` labels the hypothesis $k>0$. By hand, the integral is a product of three one-dimensional factors $\sqrt{\pi/k}$. Lean specializes a formula for general dimension.

```lean
/-- The product of two concentric s Gaussians with positive exponents is a Gaussian
whose exponent is the sum. -/
theorem sGaussian_mul {p q : ℝ} (hp : 0 < p) (hq : 0 < q) (r : Space) :
    sGaussian p r * sGaussian q r =
      (2 * √(p * q) / π) ^ (3 / 2 : ℝ) * Real.exp (-(p + q) * ‖r‖ ^ 2) := by
  have hN : (2 * p / π) ^ (3 / 4 : ℝ) * (2 * q / π) ^ (3 / 4 : ℝ)
      = (2 * √(p * q) / π) ^ (3 / 2 : ℝ) := by
    rw [← Real.mul_rpow (by positivity) (by positivity)]
    have h : 2 * p / π * (2 * q / π) = (2 * √(p * q) / π) ^ (2 : ℝ) := by
      rw [Real.rpow_two, div_pow, mul_pow, Real.sq_sqrt (by positivity)]
      ring
    rw [h, ← Real.rpow_mul (by positivity)]
    norm_num
  unfold sGaussian
  rw [← hN, show -(p + q) * ‖r‖ ^ 2 = -p * ‖r‖ ^ 2 + -q * ‖r‖ ^ 2 by ring, Real.exp_add]
  ring
```

The exponents add, and the prefactors combine as $(4pq/\pi^2)^{3/4}=(2\sqrt{pq}/\pi)^{3/2}$.

```lean
/-- The overlap of two concentric s Gaussians with positive exponents `p` and `q` is
`(2 √(p q) / (p + q)) ^ (3 / 2)`. -/
theorem overlap_eq {p q : ℝ} (hp : 0 < p) (hq : 0 < q) :
    overlap p q = (2 * √(p * q) / (p + q)) ^ (3 / 2 : ℝ) := by
  have hpq : 0 < p + q := add_pos hp hq
  simp_rw [overlap, sGaussian_mul hp hq]
  rw [integral_const_mul, integral_gaussian_space hpq,
    ← Real.mul_rpow (by positivity) (by positivity)]
  congr 1
  field_simp
```

Integrating with $k=p+q$ gives
$$S(p,q)=\left(\frac{2\sqrt{pq}}{p+q}\right)^{3/2}.$$

```lean
/-- For positive exponents, the overlap depends only on their ratio `k`. -/
theorem overlap_scale {p k : ℝ} (hp : 0 < p) (hk : 0 < k) :
    overlap p (p * k) = (2 * √k / (1 + k)) ^ (3 / 2 : ℝ) := by
  rw [overlap_eq hp (mul_pos hp hk), show p * (p * k) = p ^ 2 * k by ring,
    Real.sqrt_mul (by positivity), Real.sqrt_sq hp.le,
    show p + p * k = p * (1 + k) by ring, show 2 * (p * √k) = p * (2 * √k) by ring,
    mul_div_mul_left _ _ hp.ne']
```

Setting $q=pk$ cancels $p$. At $k=1$ the overlap is 1, so the functions are normalized.

```lean
/-- The squared norm of a contraction of s Gaussians with positive exponents is the
quadratic form of their overlap matrix. -/
theorem contraction_norm {n : ℕ} (c p : Fin n → ℝ) (hp : ∀ i, 0 < p i) :
    ∫ r : Space, (∑ i, c i * sGaussian (p i) r) ^ 2
      = ∑ i, ∑ j, c i * c j * overlap (p i) (p j) := by
  have hint : ∀ i j, Integrable
      (fun r : Space => c i * c j * (sGaussian (p i) r * sGaussian (p j) r)) := by
    intro i j
    have hk : 0 < p i + p j := add_pos (hp i) (hp j)
    have hg : Integrable (fun r : Space => Real.exp (-(p i + p j) * ‖r‖ ^ 2)) := by
      -- a function with non-zero integral is integrable
      by_contra hn
      have h0 := integral_undef hn
      rw [integral_gaussian_space hk] at h0
      exact (Real.rpow_pos_of_pos (div_pos Real.pi_pos hk) _).ne' h0
    simp_rw [sGaussian_mul (hp i) (hp j)]
    exact (hg.const_mul _).const_mul _
  have hsq : ∀ r : Space, (∑ i, c i * sGaussian (p i) r) ^ 2
      = ∑ i, ∑ j, c i * c j * (sGaussian (p i) r * sGaussian (p j) r) := by
    intro r
    rw [sq, Finset.sum_mul_sum]
    exact Finset.sum_congr rfl fun i _ => Finset.sum_congr rfl fun j _ => by ring
  simp_rw [hsq]
  rw [integral_finsetSum]
  · refine Finset.sum_congr rfl fun i _ => ?_
    rw [integral_finsetSum]
    · exact Finset.sum_congr rfl fun j _ => integral_const_mul _ _
    · exact fun j _ => hint i j
  · exact fun i _ => integrable_finsetSum _ fun j _ => hint i j
```

Expanding the square gives $\int(\sum_i c_ig_{p_i})^2=\sum_{ij}c_ic_jS(p_i,p_j)$. Exchanging sum and integral needs integrability (`hint`). Lean assigns integral 0 to a non-integrable function, so the positive value found above proves it.

## The best fit

```lean
/-- For `a, b > 0` the squared fitting error is an explicit quadratic polynomial in the
two coefficients. -/
theorem sqError_eq {a b : ℝ} (ha : 0 < a) (hb : 0 < b) (c₁ c₂ : ℝ) :
    sqError a b c₁ c₂ = 1 + c₁ ^ 2 + c₂ ^ 2
      - 2 * (c₁ + c₂) * (2 * √b / (1 + b)) ^ (3 / 2 : ℝ)
      + 2 * c₁ * c₂ * (2 * b / (1 + b ^ 2)) ^ (3 / 2 : ℝ) := by
  have hp : ∀ i, 0 < (![a, a / b, a * b] : Fin 3 → ℝ) i := by
    intro i
    fin_cases i
    exacts [ha, div_pos ha hb, mul_pos ha hb]
  have h := contraction_norm ![1, -c₁, -c₂] ![a, a / b, a * b] hp
  simp only [Fin.sum_univ_three, Matrix.cons_val_zero, Matrix.cons_val_one,
    Matrix.cons_val] at h
  have hself : ∀ p : ℝ, 0 < p → overlap p p = 1 := by
    intro p hp
    have h1 := overlap_scale hp one_pos
    rw [mul_one p] at h1
    rw [h1]
    norm_num
  have hcomm : ∀ p q, overlap p q = overlap q p := by
    intro p q
    simp only [overlap, mul_comm]
  have h1 := overlap_scale (div_pos ha hb) hb
  rw [div_mul_cancel₀ _ hb.ne'] at h1
  have h3 := overlap_scale (div_pos ha hb) (pow_pos hb 2)
  rw [Real.sqrt_sq hb.le, show a / b * b ^ 2 = a * b by field_simp] at h3
  have e : sqError a b c₁ c₂ = ∫ r : Space, (1 * sGaussian a r
      + -c₁ * sGaussian (a / b) r + -c₂ * sGaussian (a * b) r) ^ 2 := by
    unfold sqError
    congr 1
    ext r
    ring
  rw [e, h, hself a ha, hself _ (div_pos ha hb), hself _ (mul_pos ha hb),
    hcomm a (a / b), hcomm (a * b) a, hcomm (a * b) (a / b), h1, overlap_scale ha hb, h3]
  ring
```

Let $y=2\sqrt b/(1+b)$, $w=\sqrt{2b/(1+b^2)}$, $s=y^{3/2}$ and $t=w^3$. Coefficients $(1,-c_1,-c_2)$ give
$$1+c_1^2+c_2^2-2(c_1+c_2)s+2c_1c_2t.$$
Watch the outer pair: its exponent ratio is $b^2$, not $b$. Using $s$ in place of $t$ would make $d$ vanish only as $(\ln b)^2$, and halving a small spacing would appear to reduce $d$ only about fourfold.

```lean
/-- For `a, b > 0` the squared distance has a closed form that does not contain `a`. -/
theorem sqDist_eq {a b : ℝ} (ha : 0 < a) (hb : 0 < b) :
    sqDist a b = 1 - 2 * (2 * √b / (1 + b)) ^ 3 / (1 + √(2 * b / (1 + b ^ 2)) ^ 3) := by
  have hr : ∀ x : ℝ, 0 ≤ x → x ^ (3 / 2 : ℝ) = √x ^ 3 := by
    intro x hx
    rw [Real.sqrt_eq_rpow, ← Real.rpow_natCast, ← Real.rpow_mul hx]
    norm_num
  have hE := sqError_eq ha hb
  rw [hr (2 * √b / (1 + b)) (by positivity), hr (2 * b / (1 + b ^ 2)) (by positivity)] at hE
  have hs : (√(2 * √b / (1 + b)) ^ 3) ^ 2 = (2 * √b / (1 + b)) ^ 3 := by
    rw [← pow_mul, mul_comm 3 2, pow_mul, Real.sq_sqrt (by positivity)]
  have ht0 : 0 ≤ √(2 * b / (1 + b ^ 2)) ^ 3 := by positivity
  have ht1 : √(2 * b / (1 + b ^ 2)) ^ 3 ≤ 1 := by
    refine pow_le_one₀ (Real.sqrt_nonneg _) (Real.sqrt_le_one.mpr ?_)
    rw [div_le_one (by positivity)]
    nlinarith [sq_nonneg (b - 1)]
  rw [← hs]
  generalize √(2 * √b / (1 + b)) ^ 3 = s at *
  generalize √(2 * b / (1 + b ^ 2)) ^ 3 = t at *
  have h1t : 1 + t ≠ 0 := by positivity
  -- complete the squares in the sum and the difference of the coefficients
  have key : ∀ c₁ c₂, sqError a b c₁ c₂ = (1 - 2 * s ^ 2 / (1 + t))
      + (1 + t) / 2 * (c₁ + c₂ - 2 * s / (1 + t)) ^ 2 + (1 - t) / 2 * (c₁ - c₂) ^ 2 := by
    intro c₁ c₂
    rw [hE]
    field_simp
    ring
  have low : ∀ c : ℝ × ℝ, 1 - 2 * s ^ 2 / (1 + t) ≤ sqError a b c.1 c.2 := by
    intro c
    rw [key]
    have h1 : 0 ≤ (1 + t) / 2 * (c.1 + c.2 - 2 * s / (1 + t)) ^ 2 := by positivity
    have h2 : 0 ≤ (1 - t) / 2 * (c.1 - c.2) ^ 2 :=
      mul_nonneg (by linarith) (sq_nonneg _)
    linarith
  refine le_antisymm ?_ (le_ciInf low)
  refine (ciInf_le ⟨_, Set.forall_mem_range.mpr low⟩ (s / (1 + t), s / (1 + t))).trans ?_
  rw [key]
  apply le_of_eq
  ring
```

Completing squares (`key`) turns the error into
$$1-\frac{2s^2}{1+t}+\frac{1+t}{2}\Big(c_1+c_2-\frac{2s}{1+t}\Big)^2+\frac{1-t}{2}(c_1-c_2)^2.$$
Since $2b\le1+b^2$, we have $t\le1$ and both squares have non-negative weights. This is the lower bound `low`. It is attained at $c_1=c_2=s/(1+t)$, and `le_antisymm` joins the two inequalities:
$$d=1-\frac{2y^3}{1+w^3}.$$
The exponent $a$ has disappeared.

## Extracting the fourth power

```lean
/-- A factor `(b - 1) ^ 4` splits off the closed form exactly, for positive `w` and `y`
tied to `b` by the two stated relations. -/
theorem residual_factor {b w y : ℝ} (hw0 : 0 < w) (hy0 : 0 < y)
    (hw : w ^ 2 * (1 + b ^ 2) = 2 * b) (hy : y ^ 2 * (1 + w ^ 2) = 2 * w ^ 2) :
    1 - 2 * y ^ 3 / (1 + w ^ 3) = (b - 1) ^ 4 * cofactor b w y := by
  have h3 : (y ^ 2 * (1 + w ^ 2)) ^ 3 = (2 * w ^ 2) ^ 3 := by rw [hy]
  have hb : (b - 1) ^ 2 = (1 - w) * (1 + w) * (1 + b ^ 2) := by linear_combination hw
  have hL : (1 - 2 * y ^ 3 / (1 + w ^ 3)) * (1 + w ^ 3) = 1 + w ^ 3 - 2 * y ^ 3 := by
    have : 1 + w ^ 3 ≠ 0 := by positivity
    field_simp
  generalize 1 - 2 * y ^ 3 / (1 + w ^ 3) = d at *
  rw [show (b - 1) ^ 4 = ((b - 1) ^ 2) ^ 2 by ring, hb, cofactor, ← mul_div_assoc,
    eq_div_iff (by positivity)]
  -- rationalise the numerator with the conjugate `1 + w ^ 3 + 2 * y ^ 3`
  linear_combination
    ((1 + b ^ 2) ^ 2 * (1 + w) ^ 2 * (1 + w ^ 2) ^ 3 * (1 + w ^ 3 + 2 * y ^ 3)) * hL
    - 4 * (1 + b ^ 2) ^ 2 * (1 + w) ^ 2 * h3
```

The hypotheses `hw` and `hy` are $w^2(1+b^2)=2b$ and $y^2(1+w^2)=2w^2$. Multiplying by the conjugate and inserting $y^6=8w^6/(1+w^2)^3$,
$$d=\frac{(1+w^3)^2(1+w^2)^3-32w^6}{(1+w^2)^3(1+w^3)(1+w^3+2y^3)}.$$
The numerator is $(1-w)^2P(w)$, with $P$ the degree-ten polynomial in `cofactor`. From $(b-1)^2=(1-w)(1+w)(1+b^2)$,
$$(1-w)^2=\frac{(b-1)^4}{(1+w)^2(1+b^2)^2}.$$
The tactic `linear_combination` checks the resulting polynomial identity.

## The limit and the factor sixteen

```lean
/-- For `a > 0`, the squared distance divided by the fourth power of the logarithmic
spacing tends to `15 / 128` as `b` decreases to 1. -/
theorem sqDist_div_log_pow_four {a : ℝ} (ha : 0 < a) :
    Tendsto (fun b => sqDist a b / Real.log b ^ 4) (𝓝[>] 1) (𝓝 (15 / 128)) := by
  have hlog : Tendsto (fun b : ℝ => (b - 1) / Real.log b) (𝓝[>] 1) (𝓝 1) := by
    have hsub : Set.Ioi (1 : ℝ) ⊆ {1}ᶜ := fun x hx => (Set.mem_Ioi.1 hx).ne'
    have h := ((hasDerivAt_iff_tendsto_slope.1
      (Real.hasDerivAt_log (one_ne_zero : (1 : ℝ) ≠ 0))).mono_left
      (nhdsWithin_mono 1 hsub)).inv₀ (by norm_num)
    simpa [slope_def_field] using h
  obtain ⟨W, hW⟩ : ∃ W : ℝ → ℝ, W = fun b => √(2 * b / (1 + b ^ 2)) := ⟨_, rfl⟩
  obtain ⟨Y, hY⟩ : ∃ Y : ℝ → ℝ, Y = fun b => 2 * √b / (1 + b) := ⟨_, rfl⟩
  have hWc : ContinuousAt W 1 := by
    rw [hW]
    exact (ContinuousAt.div (by fun_prop) (by fun_prop) (by norm_num)).sqrt
  have hYc : ContinuousAt Y 1 := by
    rw [hY]
    exact ContinuousAt.div (by fun_prop) (by fun_prop) (by norm_num)
  have hW1 : W 1 = 1 := by rw [hW]; norm_num
  have hY1 : Y 1 = 1 := by rw [hY]; norm_num
  have hF : ContinuousAt (fun b => cofactor b (W b) (Y b)) 1 := by
    unfold cofactor
    exact ContinuousAt.div (by fun_prop) (by fun_prop) (by rw [hW1, hY1]; norm_num)
  have hF1 : cofactor 1 (W 1) (Y 1) = 15 / 128 := by
    rw [hW1, hY1, cofactor]
    norm_num
  have hlim := (hF.tendsto.mono_left nhdsWithin_le_nhds).mul (hlog.pow 4)
  rw [hF1, one_pow, mul_one] at hlim
  refine hlim.congr' ?_
  filter_upwards [self_mem_nhdsWithin] with b hb
  have hb0 : 0 < b := lt_trans one_pos hb
  have hw2 : √(2 * b / (1 + b ^ 2)) ^ 2 = 2 * b / (1 + b ^ 2) :=
    Real.sq_sqrt (by positivity)
  have alg : ∀ f x l : ℝ, f * (x / l) ^ 4 = x ^ 4 * f / l ^ 4 := by
    intro f x l
    ring
  rw [sqDist_eq ha hb0, residual_factor (b := b) (by positivity) (by positivity)
    (by rw [hw2]; field_simp)
    (by
      rw [hw2, div_pow, mul_pow, Real.sq_sqrt hb0.le]
      field_simp
      ring), hW, hY]
  exact alg _ _ _
```

Read `Tendsto f (𝓝[>] 1) (𝓝 m)` as "$f(b)\to m$ as $b\downarrow1$". At $b=1$ we have $w=y=1$ and $P(1)=120$, so the cofactor is $120/1024=15/128$, and it is continuous there. The slope of the logarithm at 1 gives $(b-1)/\ln b\to1$. Multiplying the cofactor by the fourth power of this ratio gives the limit; `congr'` replaces the product by $d/(\ln b)^4$, which equals it for $b>1$.

```lean
/-- For `a > 0`, the ratio of the squared distances at spacing `log b` and at half that
spacing tends to 16 as `b` decreases to 1. -/
theorem halving_spacing {a : ℝ} (ha : 0 < a) :
    Tendsto (fun b => sqDist a b / sqDist a (√b)) (𝓝[>] 1) (𝓝 16) := by
  have hsqrt : Tendsto (fun b : ℝ => √b) (𝓝[>] 1) (𝓝[>] 1) := by
    refine tendsto_nhdsWithin_iff.mpr ⟨?_, ?_⟩
    · have h := Real.continuous_sqrt.tendsto 1
      rw [Real.sqrt_one] at h
      exact h.mono_left nhdsWithin_le_nhds
    · filter_upwards [self_mem_nhdsWithin] with b hb
      have hb1 : (1 : ℝ) < b := hb
      exact Real.lt_sqrt_of_sq_lt (by linarith)
  have h := sqDist_div_log_pow_four ha
  have hlim := (h.div (h.comp hsqrt) (by norm_num)).mul_const 16
  rw [div_self (by norm_num : (15 / 128 : ℝ) ≠ 0), one_mul] at hlim
  refine hlim.congr' ?_
  filter_upwards [self_mem_nhdsWithin] with b hb
  have hb1 : (1 : ℝ) < b := hb
  have hl : Real.log b ≠ 0 := (Real.log_pos hb1).ne'
  have alg : ∀ x y l : ℝ, l ≠ 0 → x / l ^ 4 / (y / (l / 2) ^ 4) * 16 = x / y := by
    intro x y l hl
    have h16 : y / (l / 2) ^ 4 = y / l ^ 4 * 16 := by ring
    rw [h16, ← div_div, div_mul_cancel₀ _ (by norm_num : (16 : ℝ) ≠ 0),
      div_div_div_cancel_right₀ (pow_ne_zero 4 hl)]
  have hfin := alg (sqDist a b) (sqDist a (√b)) _ hl
  rw [← Real.log_sqrt (by linarith)] at hfin
  exact hfin

end

end EvenTemperedGaussians
```

Since $\ln\sqrt b=\tfrac12\ln b$, replacing $b$ by $\sqrt b$ halves the spacing. Write $d(b)$ for `sqDist a b` and $L=\ln b$. Then
$$\frac{d(b)}{d(\sqrt b)}=16\,\frac{d(b)/L^4}{d(\sqrt b)/(L/2)^4}\to16,$$
because numerator and denominator both tend to $15/128$. The distance itself therefore falls about fourfold. Both statements are limits: they give no error bound at a fixed $b$, and they concern three functions, not a longer basis.

```lean
#print axioms EvenTemperedGaussians.sqDist_div_log_pow_four
#print axioms EvenTemperedGaussians.halving_spacing
```

```
'EvenTemperedGaussians.sqDist_div_log_pow_four' depends on axioms: [propext, Classical.choice, Quot.sound]
'EvenTemperedGaussians.halving_spacing' depends on axioms: [propext, Classical.choice, Quot.sound]
```
